# Moment preservation for a density expanded in a compactly supported basis on a uniform grid

## Question

Let $\varphi:\mathbb R\to\mathbb R$ be continuous with compact support and satisfy $\int x^l\varphi(x)\,dx=\delta_{l0}$ for all $l<m$. Take a grid spacing $h>0$, a finite set $s$ of integers and real coefficients $c_j$, and put $\rho(x)=\sum_{j\in s}c_j\,\varphi(x/h-j)$. The claim is that for every $l<m$

$$\int x^l\rho(x)\,dx = h\sum_{j\in s}c_j\,(jh)^l ,$$

so that the low multipoles of the continuous charge density are plain sums over grid points. How does one state and prove this in Lean 4 with Mathlib, and what happens at order $l=m$?

## Answer

In three dimensions the potential far from an isolated charge distribution is governed by its lowest non-vanishing multipoles, which are integrals of the density against polynomials. The identity concerns the one-dimensional counterpart of these integrals: if $\varphi$ satisfies the moment condition, the moments of $\rho$ of order below $m$ can be read without error from the finitely many expansion coefficients on a uniform grid.

### The objects and what they fix

`moment f l` is the Lebesgue integral $\int_{\mathbb R}x^l f(x)\,dx$, taken about the origin, which is the grid point $j=0$. Below, $M_k$ stands for `moment φ k`. `density φ h s c` is $\rho$, with `s : Finset ℤ` the occupied grid indices and `c : ℤ → ℝ` the coefficients; values of `c` outside `s` never enter, and the coefficients may have either sign. `discreteMoment h s c l` is the grid sum $D_l=h\sum_{j\in s}c_j(jh)^l$, where $0^0=1$, so the point $j=0$ counts in $D_0$. `DeltaMoments φ m` says $M_l=\delta_{l0}$ for $l<m$. It is a hypothesis on $\varphi$, assumed along with `Continuous φ`, `HasCompactSupport φ` and `0 < h`.

The basis functions carry no factor $1/h$. For $m\ge1$ each $\varphi(x/h-j)$ has integral $h$, so $c_j$ has the dimension of a density and $hc_j$ is the charge attached to the point $jh$. Mathlib assigns the value $0$ to the integral of a non-integrable function, so the file proves integrability of $x^l\rho$ as part of `density_moment`.

The statements concern moments only. The Poisson equation, the potential, three dimensions and infinite expansions do not appear, and the $c_j$ are not assumed to be samples of $\rho$.

### Derivation by hand

Fix a real shift $a$. The function $x^l\varphi(x/h-a)$ is continuous and vanishes outside a bounded set, so it is integrable. Substitute $x=h(y+a)$, $dx=h\,dy$, and expand with the binomial theorem:

$$\int x^l\varphi(x/h-a)\,dx=h^{l+1}\int (y+a)^l\varphi(y)\,dy=h^{l+1}\sum_{k=0}^{l}M_k\,a^{\,l-k}\binom lk .$$

The sum over $j$ is finite, so with $a=j$

$$\int x^l\rho\,dx=\sum_{j\in s}c_j\,h^{l+1}\sum_{k=0}^{l}M_k\,j^{\,l-k}\binom lk .$$

For $l<m$ every $k$ in the inner sum is below $m$, only $k=0$ survives, and the inner sum is $j^l$. Then $c_jh^{l+1}j^l=h\,c_j(jh)^l$, which gives $\int x^l\rho\,dx=D_l$.

For a polynomial $p(x)=\sum_i p_ix^i$ of degree below $m$, apply this to each monomial and exchange the sums over $i$ and $j$:

$$\int p\,\rho\,dx=\sum_i p_iD_i=h\sum_{j\in s}c_j\,p(jh).$$

At $l=m\ge1$ the terms $k=0,\dots,m-1$ still add up to $j^m$, and the term $k=m$ contributes $M_m$ for every $j$. Hence

$$\int x^m\rho\,dx=D_m+h^{m+1}M_m\sum_{j\in s}c_j .$$

Conversely, suppose $\int x^l\rho\,dx=D_l$ for all $l<m$, all $h>0$, all $s$ and all $c$. Choose $h=1$, $s=\{0\}$, $c_0=1$. Then $\rho=\varphi$ and $D_l=0^l=\delta_{l0}$, which is the moment condition.

The hat function $\Lambda(x)=\max(0,1-|x|)$ equals $1+x$ on $[-1,0]$, equals $1-x$ on $[0,1]$, and vanishes elsewhere. The two halves give

$$\int_{-1}^0(x^l+x^{l+1})\,dx=\frac{(-1)^l}{l+1}-\frac{(-1)^l}{l+2},\qquad \int_0^1(x^l-x^{l+1})\,dx=\frac1{l+1}-\frac1{l+2},$$

and their sum is $\dfrac{1+(-1)^l}{(l+1)(l+2)}$. This is $1$, $0$, $\tfrac16$ for $l=0,1,2$.

### The Lean file

```lean
import Mathlib

open MeasureTheory Finset

namespace MomentPreservation

noncomputable section

/-- The continuous multipole moment `∫ x^l f(x) dx`. -/
def moment (f : ℝ → ℝ) (l : ℕ) : ℝ := ∫ x, x ^ l * f x

/-- The density `ρ(x) = ∑_{j ∈ s} c_j φ(x/h - j)` on a grid of spacing `h`. -/
def density (φ : ℝ → ℝ) (h : ℝ) (s : Finset ℤ) (c : ℤ → ℝ) (x : ℝ) : ℝ :=
  ∑ j ∈ s, c j * φ (x / h - j)

/-- The discrete moment `h ∑_{j ∈ s} c_j (j h)^l` of the grid coefficients. -/
def discreteMoment (h : ℝ) (s : Finset ℤ) (c : ℤ → ℝ) (l : ℕ) : ℝ :=
  h * ∑ j ∈ s, c j * (j * h) ^ l

/-- The moment condition `∫ x^l φ = δ_{l,0}` for all `l < m`. -/
def DeltaMoments (φ : ℝ → ℝ) (m : ℕ) : Prop :=
  ∀ l < m, moment φ l = if l = 0 then 1 else 0

/-- The hat function `max(0, 1 - |x|)`. -/
def hat (x : ℝ) : ℝ := max 0 (1 - |x|)

variable {φ : ℝ → ℝ} {h : ℝ} {m : ℕ}

/-- For continuous compactly supported `φ`, the function `x^l φ(x/h - a)` is integrable. -/
theorem integrable_basis (hc : Continuous φ) (hs : HasCompactSupport φ) (hh : 0 < h)
    (a : ℝ) (l : ℕ) : Integrable (fun x : ℝ => x ^ l * φ (x / h - a)) := by
  have hs' : HasCompactSupport (fun x : ℝ => φ (x / h - a)) := by
    have := hs.comp_homeomorph
      ((Homeomorph.mulRight₀ h⁻¹ (inv_ne_zero hh.ne')).trans (Homeomorph.addRight (-a)))
    convert this using 1
    ext x
    simp [div_eq_mul_inv, sub_eq_add_neg]
  exact Continuous.integrable_of_hasCompactSupport (by fun_prop)
    (hs'.mul_left (f := fun x : ℝ => x ^ l))

/-- Moments of a dilated and shifted basis function:
`∫ x^l φ(x/h - a) = h^(l+1) ∑_k M_k a^(l-k) C(l,k)` with `M_k` the moments of `φ`. -/
theorem basis_moment (hc : Continuous φ) (hs : HasCompactSupport φ) (hh : 0 < h)
    (a : ℝ) (l : ℕ) :
    ∫ x : ℝ, x ^ l * φ (x / h - a)
      = h ^ (l + 1) * ∑ k ∈ range (l + 1), moment φ k * a ^ (l - k) * (l.choose k : ℝ) := by
  have hi : ∀ k : ℕ, Integrable (fun x : ℝ => x ^ k * φ x) := fun k => by
    simpa using integrable_basis hc hs one_pos 0 k
  obtain ⟨g, hg⟩ : ∃ g : ℝ → ℝ, ∀ y, g y = (h * y) ^ l * φ (y - a) := ⟨_, fun _ => rfl⟩
  have e1 : ∀ x, x ^ l * φ (x / h - a) = g (x / h) := fun x => by
    have hne := hh.ne'
    have : h * (x / h) = x := by field_simp
    rw [hg, this]
  -- binomial expansion after the substitution x = h (y + a)
  have e2 : ∀ y, g (y + a) = ∑ k ∈ range (l + 1),
      (h ^ l * a ^ (l - k) * (l.choose k : ℝ)) * (y ^ k * φ y) := fun y => by
    rw [hg, add_sub_cancel_right, mul_pow, add_pow, Finset.mul_sum, Finset.sum_mul]
    exact Finset.sum_congr rfl fun k _ => by ring
  simp_rw [e1]
  rw [Measure.integral_comp_div g h, ← integral_add_right_eq_self g a]
  simp_rw [e2]
  rw [MeasureTheory.integral_finsetSum _ fun k _ => (hi k).const_mul _, abs_of_pos hh, smul_eq_mul,
    Finset.mul_sum, Finset.mul_sum]
  refine Finset.sum_congr rfl fun k _ => ?_
  rw [integral_const_mul, moment]
  ring

/-- Every multipole integral of the density exists and equals
`∑_j c_j h^(l+1) ∑_k M_k j^(l-k) C(l,k)`. -/
theorem density_moment (hc : Continuous φ) (hs : HasCompactSupport φ) (hh : 0 < h)
    (s : Finset ℤ) (c : ℤ → ℝ) (l : ℕ) :
    Integrable (fun x : ℝ => x ^ l * density φ h s c x) ∧
    moment (density φ h s c) l = ∑ j ∈ s, c j * (h ^ (l + 1) *
      ∑ k ∈ range (l + 1), moment φ k * (j : ℝ) ^ (l - k) * (l.choose k : ℝ)) := by
  have e : (fun x : ℝ => x ^ l * density φ h s c x)
      = fun x => ∑ j ∈ s, c j * (x ^ l * φ (x / h - j)) := by
    funext x
    rw [density, Finset.mul_sum]
    exact Finset.sum_congr rfl fun j _ => by ring
  have hi : ∀ j ∈ s, Integrable (fun x : ℝ => c j * (x ^ l * φ (x / h - j))) :=
    fun j _ => (integrable_basis hc hs hh j l).const_mul _
  refine ⟨by rw [e]; exact MeasureTheory.integrable_finsetSum _ hi, ?_⟩
  rw [moment, e, MeasureTheory.integral_finsetSum _ hi]
  refine Finset.sum_congr rfl fun j _ => ?_
  rw [integral_const_mul, basis_moment hc hs hh]

/-- Under the moment condition of order `m`, the first `n` terms (`0 < n ≤ m`) of the
binomial sum `∑_k M_k a^(l-k) C(l,k)` add up to `a^l`. -/
theorem binomial_collapse (hm : DeltaMoments φ m) (a : ℝ) (l : ℕ) {n : ℕ} (h0 : 0 < n)
    (hn : n ≤ m) :
    ∑ k ∈ range n, moment φ k * a ^ (l - k) * (l.choose k : ℝ) = a ^ l := by
  rw [Finset.sum_eq_single 0]
  · simp [hm 0 (by omega)]
  · intro k hk hk0
    have := Finset.mem_range.mp hk
    simp [hm k (by omega), hk0]
  · intro hne
    exact absurd (Finset.mem_range.mpr h0) hne

/-- Moment preservation: if `∫ x^l φ = δ_{l,0}` for `l < m`, then for every `l < m` the
continuous multipole `∫ x^l ρ` equals the discrete moment `h ∑ c_j (j h)^l`. -/
theorem moment_preservation (hc : Continuous φ) (hs : HasCompactSupport φ)
    (hm : DeltaMoments φ m) (hh : 0 < h) (s : Finset ℤ) (c : ℤ → ℝ) {l : ℕ} (hl : l < m) :
    moment (density φ h s c) l = discreteMoment h s c l := by
  rw [(density_moment hc hs hh s c l).2, discreteMoment, Finset.mul_sum]
  refine Finset.sum_congr rfl fun j _ => ?_
  rw [binomial_collapse hm _ l (Nat.succ_pos l) hl]
  ring

/-- For a polynomial `p` of degree below `m`, `∫ p ρ = h ∑ c_j p(j h)`. -/
theorem polynomial_quadrature (hc : Continuous φ) (hs : HasCompactSupport φ)
    (hm : DeltaMoments φ m) (hh : 0 < h) (s : Finset ℤ) (c : ℤ → ℝ) (p : Polynomial ℝ)
    (hp : p.natDegree < m) :
    ∫ x, p.eval x * density φ h s c x = h * ∑ j ∈ s, c j * p.eval (j * h) := by
  have e : ∀ x, p.eval x * density φ h s c x = ∑ i ∈ range (p.natDegree + 1),
      p.coeff i * (x ^ i * density φ h s c x) := fun x => by
    rw [Polynomial.eval_eq_sum_range, Finset.sum_mul]
    exact Finset.sum_congr rfl fun i _ => by ring
  simp_rw [e]
  rw [MeasureTheory.integral_finsetSum _ fun i _ => (density_moment hc hs hh s c i).1.const_mul _]
  -- each monomial is reproduced exactly
  have e2 : ∀ i ∈ range (p.natDegree + 1),
      ∫ x, p.coeff i * (x ^ i * density φ h s c x) = p.coeff i * discreteMoment h s c i := by
    intro i hi
    have := Finset.mem_range.mp hi
    rw [integral_const_mul, ← moment_preservation hc hs hm hh s c (l := i) (by omega), moment]
  rw [Finset.sum_congr rfl e2]
  simp only [discreteMoment, Polynomial.eval_eq_sum_range, Finset.mul_sum]
  rw [Finset.sum_comm]
  exact Finset.sum_congr rfl fun j _ => Finset.sum_congr rfl fun i _ => by ring

/-- At order `l = m ≥ 1` the continuous multipole differs from the discrete moment by
exactly `h^(m+1) M_m ∑ c_j`, with `M_m` the `m`-th moment of `φ`. -/
theorem first_defect (hc : Continuous φ) (hs : HasCompactSupport φ)
    (hm : DeltaMoments φ m) (h0 : 0 < m) (hh : 0 < h) (s : Finset ℤ) (c : ℤ → ℝ) :
    moment (density φ h s c) m
      = discreteMoment h s c m + h ^ (m + 1) * moment φ m * ∑ j ∈ s, c j := by
  rw [(density_moment hc hs hh s c m).2, discreteMoment, Finset.mul_sum, Finset.mul_sum,
    ← Finset.sum_add_distrib]
  refine Finset.sum_congr rfl fun j _ => ?_
  rw [Finset.sum_range_succ, binomial_collapse hm _ m h0 le_rfl]
  simp only [Nat.sub_self, pow_zero, Nat.choose_self, Nat.cast_one, mul_one]
  ring

/-- Continuous and discrete moments of order below `m` agree for all spacings and all finite
sets of coefficients if and only if `∫ x^l φ = δ_{l,0}` for `l < m`. -/
theorem preservation_iff (hc : Continuous φ) (hs : HasCompactSupport φ) :
    (∀ h : ℝ, 0 < h → ∀ (s : Finset ℤ) (c : ℤ → ℝ), ∀ l < m,
      moment (density φ h s c) l = discreteMoment h s c l) ↔ DeltaMoments φ m := by
  refine ⟨fun H l hl => ?_, fun hm h hh s c l hl => moment_preservation hc hs hm hh s c hl⟩
  -- a single unit coefficient at the origin with h = 1
  have e : density φ 1 {0} (fun _ => 1) = φ := by
    funext x
    simp [density]
  have := H 1 one_pos {0} (fun _ => 1) l hl
  rw [e] at this
  rw [this]
  by_cases h0 : l = 0 <;> simp [discreteMoment, h0]

/-- The moments of the hat function are `(1 + (-1)^l) / ((l+1)(l+2))`. -/
theorem hat_moment (l : ℕ) :
    moment hat l = (1 + (-1) ^ l) / (((l : ℝ) + 1) * (l + 2)) := by
  have hc : Continuous (fun x : ℝ => x ^ l * hat x) :=
    (continuous_pow l).mul (continuous_const.max (continuous_const.sub continuous_abs))
  have hsup : Function.support (fun x : ℝ => x ^ l * hat x) ⊆ Set.Ioc (-1) 1 := by
    intro x hx
    by_contra hn
    apply Function.mem_support.mp hx
    have : hat x = 0 := by
      apply max_eq_left
      rw [Set.mem_Ioc, not_and_or, not_lt, not_le] at hn
      rcases hn with hn | hn <;> linarith [neg_le_abs x, le_abs_self x]
    show x ^ l * hat x = 0
    rw [this, mul_zero]
  have h1 : ∫ x in (-1 : ℝ)..0, x ^ l * hat x = ∫ x in (-1 : ℝ)..0, (x ^ l + x ^ (l + 1)) :=
    intervalIntegral.integral_congr fun x hx => by
      rw [Set.uIcc_of_le (by norm_num)] at hx
      show x ^ l * hat x = x ^ l + x ^ (l + 1)
      rw [hat, abs_of_nonpos hx.2, max_eq_right (by linarith [hx.1])]
      ring
  have h2 : ∫ x in (0 : ℝ)..1, x ^ l * hat x = ∫ x in (0 : ℝ)..1, (x ^ l - x ^ (l + 1)) :=
    intervalIntegral.integral_congr fun x hx => by
      rw [Set.uIcc_of_le (by norm_num)] at hx
      show x ^ l * hat x = x ^ l - x ^ (l + 1)
      rw [hat, abs_of_nonneg hx.1, max_eq_right (by linarith [hx.2])]
      ring
  have hp : ∀ (n : ℕ) (a b : ℝ), IntervalIntegrable (fun x : ℝ => x ^ n) volume a b :=
    fun n a b => (continuous_pow n).intervalIntegrable a b
  rw [moment, ← intervalIntegral.integral_eq_integral_of_support_subset hsup,
    ← intervalIntegral.integral_add_adjacent_intervals (b := 0) (hc.intervalIntegrable _ _)
      (hc.intervalIntegrable _ _), h1, h2,
    intervalIntegral.integral_add (hp _ _ _) (hp _ _ _),
    intervalIntegral.integral_sub (hp _ _ _) (hp _ _ _)]
  simp only [integral_pow]
  simp only [pow_succ, mul_zero, one_pow, mul_one]
  push_cast
  field_simp
  ring

/-- The hat function is continuous, has compact support, satisfies the moment condition with
`m = 2`, and has second moment `1/6`. -/
theorem hat_witness :
    Continuous hat ∧ HasCompactSupport hat ∧ DeltaMoments hat 2 ∧ moment hat 2 = 1 / 6 := by
  refine ⟨continuous_const.max (continuous_const.sub continuous_abs), ?_, ?_, ?_⟩
  · refine HasCompactSupport.intro (isCompact_Icc (a := (-1 : ℝ)) (b := 1)) fun x hx => ?_
    apply max_eq_left
    rw [Set.mem_Icc, not_and_or, not_le, not_le] at hx
    rcases hx with hx | hx <;> linarith [neg_le_abs x, le_abs_self x]
  · intro l hl
    rw [hat_moment]
    interval_cases l <;> norm_num
  · rw [hat_moment]
    norm_num

end

end MomentPreservation
```

```lean
#print axioms MomentPreservation.moment_preservation
#print axioms MomentPreservation.polynomial_quadrature
#print axioms MomentPreservation.first_defect
#print axioms MomentPreservation.preservation_iff
```

```
'MomentPreservation.moment_preservation' depends on axioms: [propext, Classical.choice, Quot.sound]
'MomentPreservation.polynomial_quadrature' depends on axioms: [propext, Classical.choice, Quot.sound]
'MomentPreservation.first_defect' depends on axioms: [propext, Classical.choice, Quot.sound]
'MomentPreservation.preservation_iff' depends on axioms: [propext, Classical.choice, Quot.sound]
```

### How the proofs follow the derivation

`integrable_basis` writes $x\mapsto x/h-a$ as a homeomorphism of the line, multiplication by $h^{-1}$ followed by addition of $-a$. Compact support passes through it by `comp_homeomorph` and survives multiplication by $x^l$, and `Continuous.integrable_of_hasCompactSupport` concludes.

`basis_moment` does the substitution in two stages through the auxiliary function $g(y)=(hy)^l\varphi(y-a)$. Step `e1` says that the integrand is $g(x/h)$. `Measure.integral_comp_div` removes the dilation and produces the Jacobian $|h|$, which `abs_of_pos hh` turns into $h$, and `integral_add_right_eq_self` shifts the variable by $a$. Step `e2` is the binomial expansion of $g(y+a)$ by `add_pow`. The range `range (l + 1)` is $k=0,\dots,l$.

`density_moment` is the linearity step. It holds for every $l$, uses no moment condition, and returns both integrability of $x^l\rho$ and the double-sum formula.

`binomial_collapse` treats the first $n$ terms of the binomial sum, for $0<n\le m$: by `Finset.sum_eq_single 0` only $k=0$ is left, with value $a^l$. Keeping $n$ independent of $l$ lets the lemma serve twice. `moment_preservation`, the main theorem, uses it with $n=l+1$, where $n\le m$ is the hypothesis `hl : l < m`, and reads `moment (density φ h s c) l = discreteMoment h s c l`. `first_defect` splits off the term $k=m$ by `Finset.sum_range_succ` and uses the lemma with $n=l=m$, which needs `h0 : 0 < m`.

`polynomial_quadrature` assumes `p.natDegree < m`, expands $p$ in monomials, applies the main theorem to each in `e2`, and exchanges the sums with `Finset.sum_comm`.

`preservation_iff` states that agreement of all moments below $m$, for all $h>0$, $s$ and $c$, is equivalent to `DeltaMoments φ m`. One direction is the main theorem, and the other is the single unit coefficient at the origin with $h=1$.

`hat_moment` reduces the integral to the interval from $-1$ to $1$, splits it at $0$, replaces the integrand by the polynomials above in `h1` and `h2`, and evaluates with `integral_pow`. `hat_witness` collects continuity, compact support, `DeltaMoments hat 2` and $M_2=1/6$, so the hat function meets every hypothesis on $\varphi$ with $m=2$.

### Smallest cases and remarks

For $m=0$ the moment condition is empty and `moment_preservation` has no order $l$ to apply to. For $m=1$ the condition is the normalisation $\int\varphi=1$, and the theorem gives the total charge $Q=\int\rho\,dx=h\sum_jc_j$; `first_defect` then gives the dipole as $D_1+h^2M_1\sum_jc_j$, so an off-centre $\varphi$ displaces the charge of every grid point by $hM_1$.

For the hat function, charge and dipole are exact and the second moment exceeds $D_2$ by $\tfrac{h^3}{6}\sum_jc_j$. With $h=1$, $s=\{0\}$, $c_0=1$ this is $\tfrac16$ against $D_2=0$, so $m=2$ is the largest order that the hat function allows.

Inserting $Q=h\sum_jc_j$ into `first_defect` writes the defect at order $m\ge1$ as $h^mM_mQ$. It vanishes at every spacing for a neutral density, and at fixed $Q$ it scales as $h^m$ when the grid is refined. This rewriting in terms of $Q$ and the special cases above are read off from the theorems and have no statement of their own in the file.
